# The inverse Jacobian turns a smooth SCF residual into the density error, up to second order

## A small residual can hide a large error

An SCF loop that stops when the residual is small may stop too early. If the Jacobian of the residual shrinks some density change by a factor of 100, a residual of $10^{-6}$ can conceal a density error of about $10^{-4}$. Applying the inverse Jacobian to the residual removes this distortion to first order.

Let $x$ be the current density, $x_*$ the self-consistent one and $e=x-x_*$ the error. Let $G$ map an input density to the output density of the Kohn–Sham Hamiltonian built from it, without mixing. Take $R(x)=x-G(x)$, so that $R(x_*)=0$. The Jacobian $A=R'(x_*)=I-G'(x_*)$ is then the dielectric operator acting on densities.

Two conditions are assumed. Invertibility of $A$, with bounded inverse, rules out soft modes of zero stiffness in the linear response. The Lipschitz constant $L$ of $R'$ limits how fast the response changes with the density.

## The estimate and its derivation

The claim is that, for every $x$,

$$\|e-A^{-1}R(x)\|\le \frac L2\,\|A^{-1}\|\,\|e\|^2 .$$

Follow the residual along the segment from $x_*$ to $x$ and subtract its linear part:

$$g(t)=R(x_*+te)-tAe,\qquad g(0)=0,\qquad 0\le t\le 1.$$

Its derivative satisfies

$$\|g'(t)\|=\|(R'(x_*+te)-A)e\|\le Lt\,\|e\|^2 .$$

Integrating from 0 to 1 gives $\|R(x)-Ae\|\le \frac L2\|e\|^2$.

Now let $P$ be any bounded approximation to $A^{-1}$. Adding and subtracting $PAe$ gives

$$e-PR(x)=(I-PA)e-P\bigl(R(x)-Ae\bigr),$$

$$\|e-PR(x)\|\le\|I-PA\|\,\|e\|+\frac L2\|P\|\,\|e\|^2 .$$

For $P=A^{-1}$ the first term vanishes, which proves the claim.

If $\frac L2\|A^{-1}\|\|e\|\le\theta$, the triangle inequality yields

$$(1-\theta)\|e\|\le\|A^{-1}R(x)\|\le(1+\theta)\|e\|.$$

Taking $\theta$ equal to its smallest allowed value and dividing by $\|e\|\ne0$ shows that $\|A^{-1}R(x)\|/\|e\|\to1$ as $x\to x_*$.

## A scalar instance

Take $R(x)=0.5x+0.1x^2$ and the root $x_*=0$, so that $A=0.5$ and $L=0.2$. At $x=0.1$ the residual is $0.051$, about half the error. The corrected residual is $0.051/0.5=0.102$, which misses the error by $0.002$. The bound is $0.1\cdot2\cdot0.01=0.002$, so equality holds and the factor $L/2$ cannot be lowered in general.

## The correction in an SCF code

The exact $A$ is unknown during a run, because it belongs to $x_*$. A code can compute $r=R(x)$, apply a preconditioner $P$ and test $\|Pr\|$ against the density tolerance. The defect $\|I-PA\|$ then controls the first-order mistake. The estimate bounds the error by a multiple of $\|Pr\|$ only if this defect is below 1 and $e$ is small enough. A plain damping factor $P=\alpha I$ shows the danger: as $\alpha\to0$, $Pr$ vanishes while the error stays the same. The same vector gives the update $x-Pr$, whose error is exactly $e-PR(x)$. For Kohn–Sham calculations, the estimate therefore links preconditioning to error control wherever the residual is differentiable and the stated conditions hold.

## How the Lean statements express this

`E` and `F` are real normed spaces for densities and residuals; completeness is not needed. `xs` is $x_*$, and `A : E ≃L[ℝ] F` is a continuous linear equivalence, so `A.symm` is the bounded inverse. Norms of operators are operator norms.

The global theorem `density_error_estimate` calls the Lipschitz constant `K` and assumes differentiability everywhere. The local version uses `SmoothResidual`: a convex region `s` containing `xs`, with the derivative compared only with its value at `xs`. The ratio limit also requires `s` to be a neighbourhood of `xs`.

Existence of $x_*$, invertibility of $A$ and the value of $L$ are inputs, not derived from a density functional. Convergence of the SCF iteration is not addressed.

```lean
import Mathlib

open Set Filter Topology NNReal

namespace DielectricResidualEstimate

variable {E F : Type*} [NormedAddCommGroup E] [NormedSpace ℝ E]
  [NormedAddCommGroup F] [NormedSpace ℝ F]

/-- The residual `R` vanishes at the density `xs` and has Jacobian `R'` on a convex region `s`
containing `xs`; the Jacobian differs from its value at `xs` by at most `L` times the distance. -/
structure SmoothResidual (R : E → F) (R' : E → E →L[ℝ] F) (s : Set E) (xs : E) (L : ℝ) :
    Prop where
  convex : Convex ℝ s
  mem : xs ∈ s
  root : R xs = 0
  deriv : ∀ y ∈ s, HasFDerivAt R (R' y) y
  lip : ∀ y ∈ s, ‖R' y - R' xs‖ ≤ L * ‖y - xs‖

variable {R : E → F} {R' : E → E →L[ℝ] F} {s : Set E} {xs x : E} {L : ℝ}

/-- The residual equals the Jacobian at the self-consistent density applied to the density error,
up to `L / 2` times the squared error. -/
theorem residual_linearization (h : SmoothResidual R R' s xs L) (hx : x ∈ s) :
    ‖R x - R' xs (x - xs)‖ ≤ L / 2 * ‖x - xs‖ ^ 2 := by
  have hmem : ∀ t ∈ Icc (0 : ℝ) 1, xs + t • (x - xs) ∈ s :=
    fun t ht => h.convex.add_smul_sub_mem h.mem hx ht
  -- the nonlinear part of the residual along the segment from `xs` to `x`
  have hg : ∀ t ∈ Icc (0 : ℝ) 1,
      HasDerivAt (fun t : ℝ => R (xs + t • (x - xs)) - t • R' xs (x - xs))
        (R' (xs + t • (x - xs)) (x - xs) - R' xs (x - xs)) t := by
    intro t ht
    have hline : HasDerivAt (fun t : ℝ => xs + t • (x - xs)) (x - xs) t :=
      (((hasDerivAt_id' t).smul_const (x - xs)).const_add xs).congr_deriv (one_smul ℝ _)
    have hlin : HasDerivAt (fun t : ℝ => t • R' xs (x - xs)) (R' xs (x - xs)) t :=
      ((hasDerivAt_id' t).smul_const (R' xs (x - xs))).congr_deriv (one_smul ℝ _)
    exact ((h.deriv _ (hmem t ht)).comp_hasDerivAt t hline).sub hlin
  have hB : ∀ t : ℝ, HasDerivAt (fun t : ℝ => L / 2 * ‖x - xs‖ ^ 2 * (t * t))
      (L * ‖x - xs‖ ^ 2 * t) t := fun t =>
    (((hasDerivAt_id' t).mul (hasDerivAt_id' t)).const_mul
      (L / 2 * ‖x - xs‖ ^ 2)).congr_deriv (by ring)
  have hbound : ∀ t ∈ Ico (0 : ℝ) 1,
      ‖R' (xs + t • (x - xs)) (x - xs) - R' xs (x - xs)‖ ≤ L * ‖x - xs‖ ^ 2 * t := by
    intro t ht
    have hd : ‖xs + t • (x - xs) - xs‖ = t * ‖x - xs‖ := by
      rw [add_sub_cancel_left, norm_smul, Real.norm_of_nonneg ht.1]
    have hl := h.lip _ (hmem t ⟨ht.1, ht.2.le⟩)
    rw [hd] at hl
    calc ‖R' (xs + t • (x - xs)) (x - xs) - R' xs (x - xs)‖
        ≤ ‖R' (xs + t • (x - xs)) - R' xs‖ * ‖x - xs‖ :=
          (R' (xs + t • (x - xs)) - R' xs).le_opNorm (x - xs)
      _ ≤ L * (t * ‖x - xs‖) * ‖x - xs‖ :=
          mul_le_mul_of_nonneg_right hl (norm_nonneg _)
      _ = L * ‖x - xs‖ ^ 2 * t := by ring
  -- integrate the derivative bound from 0 to 1
  have key := image_norm_le_of_norm_deriv_right_le_deriv_boundary
    (fun t ht => (hg t ht).continuousAt.continuousWithinAt)
    (fun t ht => (hg t ⟨ht.1, ht.2.le⟩).hasDerivWithinAt)
    (by simp [h.root]) hB hbound (right_mem_Icc.2 zero_le_one)
  simpa using key

/-- With an approximate inverse dielectric operator `P`, the corrected residual misses the density
error by at most a linear term from the defect of `P` plus a quadratic term from the nonlinearity.
-/
theorem approximate_dielectric_estimate (h : SmoothResidual R R' s xs L) (P : F →L[ℝ] E)
    (hx : x ∈ s) :
    ‖(x - xs) - P (R x)‖ ≤
      ‖ContinuousLinearMap.id ℝ E - P.comp (R' xs)‖ * ‖x - xs‖
        + L / 2 * ‖P‖ * ‖x - xs‖ ^ 2 := by
  have hsplit : (x - xs) - P (R x) =
      (ContinuousLinearMap.id ℝ E - P.comp (R' xs)) (x - xs)
        - P (R x - R' xs (x - xs)) := by
    rw [map_sub P]
    change (x - xs) - P (R x) =
      ((x - xs) - P (R' xs (x - xs))) - (P (R x) - P (R' xs (x - xs)))
    abel
  have h1 := (ContinuousLinearMap.id ℝ E - P.comp (R' xs)).le_opNorm (x - xs)
  have h2 := P.le_opNorm (R x - R' xs (x - xs))
  have h3 := mul_le_mul_of_nonneg_left (residual_linearization h hx) (norm_nonneg P)
  rw [hsplit]
  refine (norm_sub_le _ _).trans ?_
  linarith

/-- On a convex set containing the self-consistent density, the residual corrected by the inverse
Jacobian `A⁻¹` equals the density error up to a quadratic term. -/
theorem density_error_estimate_local (h : SmoothResidual R R' s xs L) (A : E ≃L[ℝ] F)
    (hA : (A : E →L[ℝ] F) = R' xs) (hx : x ∈ s) :
    ‖(x - xs) - A.symm (R x)‖ ≤
      L / 2 * ‖(A.symm : F →L[ℝ] E)‖ * ‖x - xs‖ ^ 2 := by
  have key := approximate_dielectric_estimate h (A.symm : F →L[ℝ] E) hx
  -- the exact inverse has no linear defect
  have hz : ContinuousLinearMap.id ℝ E - (A.symm : F →L[ℝ] E).comp (R' xs) = 0 := by
    rw [← hA]
    ext v
    simp
  rw [hz, norm_zero, zero_mul, zero_add] at key
  exact key

/-- For a residual with `K`-Lipschitz derivative and invertible Jacobian `A` at its zero `xs`, the
corrected residual `A⁻¹ R(x)` equals the density error up to `K / 2 * ‖A⁻¹‖ * ‖x - xs‖ ^ 2`. -/
theorem density_error_estimate {K : ℝ≥0} (hR : Differentiable ℝ R)
    (hK : LipschitzWith K (fderiv ℝ R)) (hroot : R xs = 0) (A : E ≃L[ℝ] F)
    (hA : (A : E →L[ℝ] F) = fderiv ℝ R xs) (x : E) :
    ‖(x - xs) - A.symm (R x)‖ ≤
      (K : ℝ) / 2 * ‖(A.symm : F →L[ℝ] E)‖ * ‖x - xs‖ ^ 2 := by
  have h : SmoothResidual R (fderiv ℝ R) univ xs K :=
    { convex := convex_univ
      mem := mem_univ _
      root := hroot
      deriv := fun y _ => (hR y).hasFDerivAt
      lip := fun y _ => by
        have hy := hK.dist_le_mul y xs
        rwa [dist_eq_norm, dist_eq_norm] at hy }
  exact density_error_estimate_local h A hA (mem_univ x)

/-- If `L / 2 * ‖A⁻¹‖ * ‖x - xs‖` is at most `θ`, the norm of the corrected residual lies between
`1 - θ` and `1 + θ` times the norm of the density error. -/
theorem corrected_residual_bounds (h : SmoothResidual R R' s xs L) (A : E ≃L[ℝ] F)
    (hA : (A : E →L[ℝ] F) = R' xs) (hx : x ∈ s) {θ : ℝ}
    (hθ : L / 2 * ‖(A.symm : F →L[ℝ] E)‖ * ‖x - xs‖ ≤ θ) :
    (1 - θ) * ‖x - xs‖ ≤ ‖A.symm (R x)‖ ∧
      ‖A.symm (R x)‖ ≤ (1 + θ) * ‖x - xs‖ := by
  have h1 := density_error_estimate_local h A hA hx
  have h2 := mul_le_mul_of_nonneg_right hθ (norm_nonneg (x - xs))
  have h3 := norm_sub_norm_le (x - xs) (A.symm (R x))
  have h4 := norm_sub_norm_le (A.symm (R x)) (x - xs)
  rw [norm_sub_rev (A.symm (R x)) (x - xs)] at h4
  constructor <;> nlinarith

/-- As the density approaches self-consistency, the ratio of the norm of the corrected residual to
the norm of the density error tends to one. -/
theorem estimator_ratio_tendsto_one (h : SmoothResidual R R' s xs L) (hs : s ∈ 𝓝 xs)
    (A : E ≃L[ℝ] F) (hA : (A : E →L[ℝ] F) = R' xs) :
    Tendsto (fun x => ‖A.symm (R x)‖ / ‖x - xs‖) (𝓝[≠] xs) (𝓝 1) := by
  have hc : Continuous fun x : E => L / 2 * ‖(A.symm : F →L[ℝ] E)‖ * ‖x - xs‖ := by
    fun_prop
  have h0 := (hc.tendsto' xs 0 (by simp)).mono_left
    (nhdsWithin_le_nhds (s := {xs}ᶜ))
  refine tendsto_iff_norm_sub_tendsto_zero.2
    (squeeze_zero' (Eventually.of_forall fun _ => norm_nonneg _) ?_ h0)
  filter_upwards [mem_nhdsWithin_of_mem_nhds hs, self_mem_nhdsWithin] with x hx hne
  have hpos : 0 < ‖x - xs‖ := norm_pos_iff.2 (sub_ne_zero.2 hne)
  obtain ⟨lo, hi⟩ := corrected_residual_bounds h A hA hx le_rfl
  have lo' := (le_div_iff₀ hpos).2 lo
  have hi' := (div_le_iff₀ hpos).2 hi
  rw [Real.norm_eq_abs, abs_le]
  constructor <;> linarith

/-- The scalar residual `a x + (L / 2) x ^ 2` with `a ≠ 0` and `L ≥ 0` meets the smoothness
conditions on the whole line and attains equality in the error estimate at every `x`. -/
theorem scalar_residual_witness {a L : ℝ} (ha : a ≠ 0) (hL : 0 ≤ L) :
    SmoothResidual (fun x : ℝ => a * x + L / 2 * x ^ 2)
        (fun x => (a + L * x) • ContinuousLinearMap.id ℝ ℝ) univ 0 L ∧
      ∀ x : ℝ, |(x - 0) - a⁻¹ * (a * x + L / 2 * x ^ 2)| =
        L / 2 * |a⁻¹| * |x - 0| ^ 2 := by
  refine ⟨⟨convex_univ, mem_univ _, by simp, fun y _ => ?_, fun y _ => ?_⟩, fun x => ?_⟩
  · have hd : HasDerivAt (fun x : ℝ => a * x + L / 2 * x ^ 2)
        (a * 1 + L / 2 * ((2 : ℕ) * y ^ (2 - 1))) y :=
      ((hasDerivAt_id' y).const_mul a).add ((hasDerivAt_pow 2 y).const_mul (L / 2))
    refine hd.hasFDerivAt.congr_fderiv ?_
    ext
    simp
    ring
  · change ‖(a + L * y) • ContinuousLinearMap.id ℝ ℝ
      - (a + L * 0) • ContinuousLinearMap.id ℝ ℝ‖ ≤ L * ‖y - 0‖
    refine ContinuousLinearMap.opNorm_le_bound _ (by positivity) fun v => ?_
    change ‖(a + L * y) * v - (a + L * 0) * v‖ ≤ L * ‖y - 0‖ * ‖v‖
    have he : (a + L * y) * v - (a + L * 0) * v = L * (y - 0) * v := by ring
    exact le_of_eq (by rw [he, norm_mul, norm_mul, Real.norm_of_nonneg hL])
  · have h1 : a⁻¹ * a = 1 := inv_mul_cancel₀ ha
    have h2 : (x - 0) - a⁻¹ * (a * x + L / 2 * x ^ 2) = -(L / 2 * a⁻¹ * x ^ 2) := by
      linear_combination (-x) * h1
    rw [h2, abs_neg, abs_mul, abs_mul, abs_of_nonneg (by positivity : 0 ≤ L / 2),
      abs_of_nonneg (sq_nonneg x), sub_zero, sq_abs]

end DielectricResidualEstimate
```

```lean
#print axioms DielectricResidualEstimate.density_error_estimate
#print axioms DielectricResidualEstimate.estimator_ratio_tendsto_one
```

```
'DielectricResidualEstimate.density_error_estimate' depends on axioms: [propext, Classical.choice, Quot.sound]
'DielectricResidualEstimate.estimator_ratio_tendsto_one' depends on axioms: [propext, Classical.choice, Quot.sound]
```

## From the segment to the limit

In `residual_linearization`, `hg` differentiates $g$ and `hbound` bounds $g'$. The function in `hB` is $\frac L2\|e\|^2t^2$, whose derivative is that bound. A mean value comparison then replaces the integral.

`approximate_dielectric_estimate` proves the splitting as `hsplit` and bounds each part by its operator norm. In `density_error_estimate_local`, `hz` shows that the linear defect is zero for the exact inverse. The global theorem applies this with `s = univ`.

`corrected_residual_bounds` uses the triangle inequality in both directions. `estimator_ratio_tendsto_one` divides those bounds by the positive error norm and squeezes the ratio towards one. Finally, `scalar_residual_witness` checks the hypotheses for $ax+\frac L2x^2$, with $a\ne0$ and $L\ge0$, and computes the equality seen in the scalar instance.
